# Diffusion-limited ripening with c³ = Rt has a single stationary reduced radius exactly when R = 4K/9

In Ostwald ripening large particles grow while small ones dissolve. Let a particle of radius r obey r² r′ = K(r/c − 1), and let the critical radius c, at which a particle neither grows nor shrinks, follow c³ = R t, with K, R, t > 0. Then u = r/c obeys

t (u³)′ = g(u − 1) − u³, with g = 3K/R,

and the right side has exactly one positive zero if and only if g = 27/4, that is, R = 4K/9.

The constant K collects diffusivity, solubility, surface tension, molar volume and temperature. The law for c is assumed; it represents the slow loss of supersaturation as the system coarsens.

In Lean 4 with Mathlib:

```lean
import Mathlib

open Set Filter Topology

namespace OstwaldRipening

noncomputable section
```

This loads the mathematical library Mathlib and opens a namespace for the names that follow.

```lean
/-- The diffusion-limited growth law `r² r' = K (r/c - 1)` at time `t`, for a particle of
radius `r` and a critical radius `c` that is nonzero at `t`. -/
def GrowthLaw (K : ℝ) (r c : ℝ → ℝ) (t : ℝ) : Prop :=
  ∃ r' : ℝ, HasDerivAt r r' t ∧ r t ^ 2 * r' = K * (r t / c t - 1)
```

`GrowthLaw K r c t` is a statement about one instant: r has a derivative r′ at t, and r² r′ = K(r/c − 1) there. `HasDerivAt r r' t` says that the derivative exists and equals r′. Radii are real functions of time.

```lean
/-- The right side `g (u - 1) - u³` of the equation of motion for the reduced radius `u`. -/
def drift (g u : ℝ) : ℝ := g * (u - 1) - u ^ 3
```

`drift g u` is the right side of the reduced equation. Where it is negative, u falls: the particle loses ground relative to c.

```lean
/-- The critical radius `(4 K t / 9)^(1/3)`, for `K` and `t` nonnegative. -/
def lswRadius (K t : ℝ) : ℝ := (4 * K / 9 * t) ^ (1 / 3 : ℝ)
```

This is the critical radius for R = 4K/9. The name refers to Lifshitz, Slyozov and Wagner.

```lean
/-- If a particle obeys the growth law at time `t > 0` and the critical radius obeys
`c³ = R s` at all times `s > 0`, with `R > 0`, then the reduced radius `u = r/c` satisfies
`(u³)' = (g (u - 1) - u³) / t` at time `t`, where `g R = 3 K`. -/
theorem reduced_radius_equation {K R g t : ℝ} {r c : ℝ → ℝ} (hR : 0 < R) (ht : 0 < t)
    (hg : g * R = 3 * K) (hc : ∀ s, 0 < s → c s ^ 3 = R * s) (h : GrowthLaw K r c t) :
    HasDerivAt (fun s => (r s / c s) ^ 3) (drift g (r t / c t) / t) t := by
  obtain ⟨r', hr, hlaw⟩ := h
  have hRt : R * t ≠ 0 := (mul_pos hR ht).ne'
  have hg' : g = 3 * K / R := eq_div_of_mul_eq hR.ne' hg
  -- near `t` the cube of the reduced radius is `r³ / (R s)`
  have heq : (fun s => (r s / c s) ^ 3) =ᶠ[𝓝 t] fun s => r s ^ 3 / (R * s) := by
    filter_upwards [Ioi_mem_nhds ht] with s hs
    rw [div_pow, hc s hs]
  have hu : (r t / c t) ^ 3 = r t ^ 3 / (R * t) := by rw [div_pow, hc t ht]
  have hq : HasDerivAt (fun s => r s ^ 3 / (R * s))
      ((3 * r t ^ 2 * r' * (R * t) - r t ^ 3 * R) / (R * t) ^ 2) t := by
    refine ((hr.fun_pow 3).fun_div ((hasDerivAt_id' t).const_mul R) hRt).congr_deriv ?_
    norm_num
  refine (hq.congr_of_eventuallyEq heq).congr_deriv ?_
  rw [drift, hu, hg']
  -- insert the growth law
  generalize r t / c t = u at hlaw ⊢
  calc (3 * r t ^ 2 * r' * (R * t) - r t ^ 3 * R) / (R * t) ^ 2
      = (3 * (r t ^ 2 * r') / R - r t ^ 3 / (R * t)) / t := by field_simp
    _ = (3 * K / R * (u - 1) - r t ^ 3 / (R * t)) / t := by rw [hlaw]; ring
```

The hypotheses in brackets are R > 0, t > 0, gR = 3K, the cube law at all positive times and the growth law at t. The conclusion gives the derivative of u³ as the drift divided by t.

By hand, u³ = r³/(R s) at times s near t, so the quotient rule gives, at t,

(u³)′ = 3r² r′/(R t) − r³/(R t²).

Inserting r² r′ = K(u − 1) and r³/(R t) = u³ turns this into

(u³)′ = [(3K/R)(u − 1) − u³]/t.

In the proof, `heq` is the first identity, `hq` the quotient rule, and the closing `calc` inserts the growth law.

```lean
/-- At `g = 27/4` the drift is `-(u - 3/2)² (u + 3)`. -/
theorem drift_critical (u : ℝ) : drift (27 / 4) u = -((u - 3 / 2) ^ 2 * (u + 3)) := by
  unfold drift
  ring
```

Expanding the product gives (u − 3/2)²(u + 3) = u³ − (27/4)u + 27/4, which is minus the drift at g = 27/4. The tactic `ring` does this expansion.

```lean
/-- For `0 < g < 27/4` the drift is negative at every positive reduced radius. -/
theorem drift_neg {g u : ℝ} (hg : 0 < g) (hg' : g < 27 / 4) (hu : 0 < u) :
    drift g u < 0 := by
  have h3 : 0 < u ^ 3 := by positivity
  unfold drift
  rcases le_or_gt u 1 with h | h
  · have h1 : 0 ≤ g * (1 - u) := mul_nonneg hg.le (by linarith)
    linarith
  · -- compare with the critical drift
    have h1 : 0 < (27 / 4 - g) * (u - 1) := mul_pos (by linarith) (by linarith)
    have h2 : 0 ≤ (u - 3 / 2) ^ 2 * (u + 3) := by positivity
    have h4 := drift_critical u
    unfold drift at h4
    linarith
```

For 0 < g < 27/4 every particle loses ground. If u ≤ 1, then g(u − 1) ≤ 0 and −u³ < 0. If u > 1, the drift equals

−(u − 3/2)²(u + 3) − (27/4 − g)(u − 1),

whose first term is at most zero and whose second is negative. The two cases appear in this order, and `linarith` combines the inequalities.

```lean
/-- For `g > 27/4` the drift has exactly two positive zeros, one between `1` and `3/2`
and one above `3/2`. -/
theorem two_zeros {g : ℝ} (hg : 27 / 4 < g) :
    ∃ a b : ℝ, 1 < a ∧ a < 3 / 2 ∧ 3 / 2 < b ∧
      ∀ u, 0 < u → (drift g u = 0 ↔ u = a ∨ u = b) := by
  have hcont : Continuous (drift g) := by
    unfold drift
    fun_prop
  have h1 : drift g 1 < 0 := by norm_num [drift]
  have h2 : 0 < drift g (3 / 2) := by
    unfold drift
    linarith
  have h3 : drift g g < 0 := by
    have e : drift g g = -(g * ((g - 1 / 2) ^ 2 + 3 / 4)) := by
      unfold drift
      ring
    have hg0 : 0 < g := by linarith
    have hp : 0 < g * ((g - 1 / 2) ^ 2 + 3 / 4) := by positivity
    linarith
  -- the drift changes sign on both sides of `3/2`
  obtain ⟨a, ⟨ha1, ha2⟩, ha⟩ :=
    intermediate_value_Ioo (by norm_num : (1 : ℝ) ≤ 3 / 2) hcont.continuousOn ⟨h1, h2⟩
  obtain ⟨b, ⟨hb1, _⟩, hb⟩ :=
    intermediate_value_Ioo' (by linarith : (3 / 2 : ℝ) ≤ g) hcont.continuousOn ⟨h3, h2⟩
  refine ⟨a, b, ha1, ha2, hb1, fun u hu => ⟨fun h => ?_, ?_⟩⟩
  · unfold drift at ha hb h
    have hne : b - a ≠ 0 := by
      intro h0
      linarith
    have hsum : g = a ^ 2 + a * b + b ^ 2 :=
      mul_left_cancel₀ hne (by linear_combination hb - ha)
    have hprod : g = a * b * (a + b) := by linear_combination -ha + a * hsum
    -- the third root is `-(a + b)`, which is negative
    have hfac : (u - a) * (u - b) * (u + a + b) = 0 := by
      linear_combination -h + u * hsum - hprod
    rcases mul_eq_zero.mp hfac with h' | h'
    · rcases mul_eq_zero.mp h' with h'' | h''
      · exact Or.inl (by linarith)
      · exact Or.inr (by linarith)
    · linarith
  · rintro (rfl | rfl)
    · exact ha
    · exact hb
```

For g > 27/4 the drift is −1 at u = 1, g/2 − 27/8 > 0 at u = 3/2, and −g[(g − 1/2)² + 3/4] < 0 at u = g. The intermediate value theorem therefore gives zeros a in (1, 3/2) and b in (3/2, g).

To exclude others, subtract g(a − 1) = a³ from g(b − 1) = b³ and divide by b − a:

g = a² + ab + b².

Then g = a(g − a²) = ab(a + b), and so

u³ − gu + g = (u − a)(u − b)(u + a + b).

The third root, −(a + b), is negative. These steps are `hsum`, `hprod` and `hfac`.

```lean
/-- For `g > 0` the drift has exactly one positive zero if and only if `g = 27/4`. -/
theorem unique_zero_iff {g : ℝ} (hg : 0 < g) :
    (∃! u, 0 < u ∧ drift g u = 0) ↔ g = 27 / 4 := by
  constructor
  · rintro ⟨v, ⟨hv, hv0⟩, huniq⟩
    rcases lt_trichotomy g (27 / 4) with h | h | h
    · exact absurd hv0 (drift_neg hg h hv).ne
    · exact h
    · obtain ⟨a, b, ha1, ha2, hb, hab⟩ := two_zeros h
      have ha0 : 0 < a := by linarith
      have hb0 : 0 < b := by linarith
      have e1 := huniq a ⟨ha0, (hab a ha0).mpr (Or.inl rfl)⟩
      have e2 := huniq b ⟨hb0, (hab b hb0).mpr (Or.inr rfl)⟩
      linarith
  · rintro rfl
    refine ⟨3 / 2, ⟨by norm_num, by norm_num [drift]⟩, ?_⟩
    rintro u ⟨hu, h⟩
    rw [drift_critical, neg_eq_zero] at h
    rcases mul_eq_zero.mp h with h' | h'
    · have h'' := pow_eq_zero_iff (two_ne_zero) |>.mp h'
      linarith
    · linarith
```

`∃!` means "there is exactly one". Below 27/4 there is no positive zero and above it there are two; at 27/4 the factorised drift vanishes, for positive u, only at u = 3/2. `lt_trichotomy` separates the three ranges.

```lean
/-- For `K, R > 0`, the drift with `g = 3K/R` has exactly one positive zero if and only if
the coarsening rate is `R = 4K/9`. -/
theorem coarsening_rate {K R : ℝ} (hK : 0 < K) (hR : 0 < R) :
    (∃! u, 0 < u ∧ drift (3 * K / R) u = 0) ↔ R = 4 * K / 9 := by
  rw [unique_zero_iff (by positivity), div_eq_iff hR.ne']
  constructor <;> intro h <;> linarith
```

With g = 3K/R, the condition 3K/R = 27/4 reads R = 4K/9. For simulations of coarsening, this is a reference slope for c³ against time in a mean-field model, where particles interact only through a common c. Whether ripening settles at the single-zero case depends on mass conservation across the whole population and on the largest particles in the initial size distribution, whereas here one particle follows a prescribed c.

```lean
/-- For `K, t > 0`, the critical radius `c = (4 K t / 9)^(1/3)` satisfies `c³ = (4K/9) t`,
and a particle of radius `(3/2) c` obeys the growth law. -/
theorem growthLaw_witness {K t : ℝ} (hK : 0 < K) (ht : 0 < t) :
    lswRadius K t ^ 3 = 4 * K / 9 * t ∧
      GrowthLaw K (fun s => 3 / 2 * lswRadius K s) (lswRadius K) t := by
  have hx : 0 < 4 * K / 9 * t := by positivity
  have hpos : 0 < lswRadius K t := Real.rpow_pos_of_pos hx _
  have hcube : lswRadius K t ^ 3 = 4 * K / 9 * t := by
    unfold lswRadius
    rw [← Real.rpow_natCast, ← Real.rpow_mul hx.le]
    norm_num
  -- a cube-root law has logarithmic derivative `1 / (3 t)`
  have hd : HasDerivAt (lswRadius K) (lswRadius K t / (3 * t)) t := by
    have h := ((hasDerivAt_id' t).const_mul (4 * K / 9)).rpow_const
      (p := (1 / 3 : ℝ)) (Or.inl hx.ne')
    refine h.congr_deriv ?_
    rw [Real.rpow_sub_one hx.ne']
    unfold lswRadius
    generalize (4 * K / 9 * t) ^ (1 / 3 : ℝ) = y
    field_simp
  refine ⟨hcube, 3 / 2 * (lswRadius K t / (3 * t)), hd.const_mul (3 / 2), ?_⟩
  have hratio : 3 / 2 * lswRadius K t / lswRadius K t = 3 / 2 :=
    mul_div_cancel_right₀ _ hpos.ne'
  calc (3 / 2 * lswRadius K t) ^ 2 * (3 / 2 * (lswRadius K t / (3 * t)))
      = 9 / 8 * (lswRadius K t ^ 3 / t) := by ring
    _ = 9 / 8 * (4 * K / 9) := by rw [hcube, mul_div_cancel_right₀ _ ht.ne']
    _ = K * (3 / 2 * lswRadius K t / lswRadius K t - 1) := by rw [hratio]; ring

end

end OstwaldRipening
```

An explicit solution satisfies both laws. Since c³ = (4K/9)t, we have c′ = c/(3t). For r = (3/2)c,

r² r′ = (9/8) c³/t = K/2 = K(3/2 − 1).

The proof obtains c′ in `hd` and finishes with this calculation.

The same argument by hand treats growth limited by attachment at the surface, r r′ = K(r/c − 1) with c² = R t. It gives t (u²)′ = g(u − 1) − u² with g = 2K/R. This quadratic has exactly one positive zero, u = 2, when g = 4, so R = K/2.

```lean
#print axioms OstwaldRipening.reduced_radius_equation
#print axioms OstwaldRipening.coarsening_rate
```

```
'OstwaldRipening.reduced_radius_equation' depends on axioms: [propext, Classical.choice, Quot.sound]
'OstwaldRipening.coarsening_rate' depends on axioms: [propext, Classical.choice, Quot.sound]
```
